# Half-Filled Hückel Rings of 4n+2 Sites Have Odd-Distance Bond Orders of Larger Magnitude than the Infinite Chain

In the Hückel model of benzene, six electrons fill the three plane waves with $k=-1,0,1$. The bond order between neighbours is

$$P=\tfrac{2}{6}\left(e^{-i\pi/3}+1+e^{i\pi/3}\right)=\tfrac23 .$$

The half-filled infinite chain with equal bonds has $2/\pi\approx0.637$. Written as $2/3$ and $2/\pi$, the two values differ only in their denominators. On a circle of radius 3 with six equally spaced sites, neighbours are joined by a chord of length $3$ and an arc of length $\pi$. The chord is shorter, so the ring has the larger bond order.

## From the phase sum to chord and arc

Let $N=4n+2$ with $n\ge0$, and let the ring have equal sites, equal couplings and one electron per site. For odd $d$ with $0<d<N$, the claim is that the bond order $P_d$ between sites $s+d$ and $s$ satisfies $|P_d|>2/(\pi d)$. The excess shrinks strictly as the ring grows, and no larger constant bounds all rings from below.

The orbitals are $c_k(r)=e^{2\pi ikr/N}/\sqrt N$. Moving $r$ by $N$ changes the phase by $2\pi k$, so they close around the ring. Adding the two neighbours gives

$$c_k(r+1)+c_k(r-1)=2\cos(2\pi k/N)\,c_k(r).$$

With site energy $\alpha$ and coupling $\beta<0$, the level is $\alpha+2\beta\cos(2\pi k/N)$, which is bonding when the cosine is positive. For $|k|\le n$ the angle lies strictly between $-\pi/2$ and $\pi/2$; for $n<k\le3n+1$ it lies strictly between $\pi/2$ and $3\pi/2$. The $2n+1$ bonding orbitals therefore hold all $N$ electrons.

Put $x=\pi d/N$. Then

$$P_d=2\sum_{k=-n}^{n}c_k(s+d)\,c_k(s)^*=\frac2N\sum_{k=-n}^{n}e^{2ikx}.$$

Multiplying the sum by $2i\sin x=e^{ix}-e^{-ix}$ turns each term into $e^{i(2k+1)x}-e^{i(2k-1)x}$. Neighbouring terms cancel, leaving $2i\sin((2n+1)x)=2i\sin(\pi d/2)$. Hence

$$P_d=\frac{2\sin(\pi d/2)}{N\sin(\pi d/N)},\qquad |P_d|\,N\sin(\pi d/N)=2\quad(d\text{ odd}).$$

Three properties of the sine give the rest.

- Since $\sin x<x$, we have $N\sin x<\pi d$, so $|P_d|>2/(\pi d)$.
- For a larger ring of $M=4m+2$ sites, strict concavity on $[0,\pi]$ gives $\sin(\pi d/M)>(N/M)\sin(\pi d/N)$. Thus $M\sin(\pi d/M)>N\sin(\pi d/N)$, and the larger ring has the smaller $|P_d|$.
- For $d<N/2$, $x<\tan x$ gives $\pi d\cos x<N\sin x$, so $|P_d|<2/(\pi d\cos(\pi d/N))$.

As $N$ grows, the last bound tends to $2/(\pi d)$, so a constant below $|P_d|$ for every ring is at most $2/(\pi d)$. This is the magnitude of the chain's bond order, given by the band integral $\frac1\pi\int_{-\pi/2}^{\pi/2}e^{i\theta d}\,d\theta=2\sin(\pi d/2)/(\pi d)$.

## The ring as a k-point mesh

A tight-binding calculation on the uniform chain with a one-site cell and $N$ equally spaced k-points, zone centre included, evaluates this same sum. One fills the states with positive cosine, puts two electrons in each, and adds the phases $e^{i\theta d}$ with weight $1/N$. Six points give a nearest-neighbour bond order of $0.667$ and ten give $0.647$, against the limit $0.637$. For this non-interacting chain with equal bonds, the sampling error at odd distance $d<N$ thus has a known sign when $N=4n+2$.

## Orbitals, occupation and levels in Lean

The ring size is written `4 * n + 2`, and sites and orbital labels are integers.

```lean
import Mathlib

open Filter Topology
open scoped Real ComplexConjugate

namespace HueckelRingOverestimate

noncomputable section
```

The amplitude includes the factor $1/\sqrt N$.

```lean
/-- Amplitude at site `r` of the plane-wave orbital `k` of a ring with `4n+2` sites. -/
def orbital (n : ℕ) (k r : ℤ) : ℂ :=
  Complex.exp (((2 * π * k * r / (4 * n + 2) : ℝ) : ℂ) * Complex.I) /
    ((Real.sqrt (4 * n + 2) : ℝ) : ℂ)
```

The index `j` runs from $0$ to $2n$, and `j - n` is the label $k$. The factor 2 is the double occupation.

```lean
/-- Bond order between sites `r` and `s` when the `2n+1` orbitals `k = -n, ..., n`
each hold two electrons. -/
def bondOrder (n : ℕ) (r s : ℤ) : ℂ :=
  2 * ∑ j ∈ Finset.range (2 * n + 1),
    orbital n ((j : ℤ) - n) r * conj (orbital n ((j : ℤ) - n) s)
```

The definitions postulate plane waves and their filling. The next two theorems connect them to the Hückel problem, with energies measured from $\alpha$ in units of $\beta$. All couplings are equal, and overlap and electron repulsion are absent. At $n=0$ both neighbours are the same site, which the equation counts twice.

The first theorem states closure and the Hückel equation; its proof splits the exponentials of the shifted sites.

```lean
/-- Each orbital closes on itself around the ring and solves the Hückel equation, where the sum
over the two neighbours equals `2 cos(2πk/N)` times the amplitude, with `N = 4n+2`. -/
theorem orbital_hueckel (n : ℕ) (k r : ℤ) :
    orbital n k (r + (4 * n + 2)) = orbital n k r ∧
    orbital n k (r + 1) + orbital n k (r - 1) =
      2 * ((Real.cos (2 * π * k / (4 * n + 2)) : ℝ) : ℂ) * orbital n k r := by
  have hN : (4 * n + 2 : ℂ) ≠ 0 := by exact_mod_cast (by omega : 4 * n + 2 ≠ 0)
  constructor
  · -- a full turn changes the phase by a multiple of 2π
    have h : ((2 * π * k * ((r + (4 * n + 2) : ℤ) : ℝ) / (4 * n + 2) : ℝ) : ℂ) * Complex.I
        = ((2 * π * k * r / (4 * n + 2) : ℝ) : ℂ) * Complex.I
          + k * (2 * π * Complex.I) := by
      push_cast
      linear_combination (2 * π * k * Complex.I) * mul_inv_cancel₀ hN
    simp only [orbital]
    rw [h, Complex.exp_add, Complex.exp_int_mul_two_pi_mul_I, mul_one]
  · have hp : Complex.exp (((2 * π * k * ((r + 1 : ℤ) : ℝ) / (4 * n + 2) : ℝ) : ℂ) * Complex.I)
        = Complex.exp (((2 * π * k * r / (4 * n + 2) : ℝ) : ℂ) * Complex.I) *
          Complex.exp (((2 * π * k / (4 * n + 2) : ℝ) : ℂ) * Complex.I) := by
      rw [← Complex.exp_add]
      congr 1
      push_cast
      ring
    have hm : Complex.exp (((2 * π * k * ((r - 1 : ℤ) : ℝ) / (4 * n + 2) : ℝ) : ℂ) * Complex.I)
        = Complex.exp (((2 * π * k * r / (4 * n + 2) : ℝ) : ℂ) * Complex.I) *
          Complex.exp (-((2 * π * k / (4 * n + 2) : ℝ) : ℂ) * Complex.I) := by
      rw [← Complex.exp_add]
      congr 1
      push_cast
      ring
    simp only [orbital]
    rw [hp, hm, Complex.ofReal_cos, Complex.cos]
    ring
```

The second locates the angle in the interval where the cosine has the required sign.

```lean
/-- The levels `2 cos(2πk/N)`, `N = 4n+2`, are positive for `-n ≤ k ≤ n` and negative for
`n < k ≤ 3n+1`. -/
theorem occupied_are_bonding (n : ℕ) (k : ℤ) :
    (-(n : ℤ) ≤ k → k ≤ n → 0 < 2 * Real.cos (2 * π * k / (4 * n + 2))) ∧
    ((n : ℤ) < k → k ≤ 3 * n + 1 → 2 * Real.cos (2 * π * k / (4 * n + 2)) < 0) := by
  have hN : (0 : ℝ) < 4 * n + 2 := by positivity
  constructor
  · intro h1 h2
    have h1' : -(n : ℝ) ≤ k := by exact_mod_cast h1
    have h2' : (k : ℝ) ≤ n := by exact_mod_cast h2
    have a1 := mul_pos Real.pi_pos (by linarith : (0 : ℝ) < 2 * k + 2 * n + 1)
    have a2 := mul_pos Real.pi_pos (by linarith : (0 : ℝ) < 2 * n + 1 - 2 * k)
    refine mul_pos two_pos (Real.cos_pos_of_mem_Ioo ⟨?_, ?_⟩)
    · rw [lt_div_iff₀ hN]
      linarith
    · rw [div_lt_iff₀ hN]
      linarith
  · intro h1 h2
    have h1' : (n : ℝ) + 1 ≤ k := by exact_mod_cast h1
    have h2' : (k : ℝ) ≤ 3 * n + 1 := by exact_mod_cast h2
    have a1 := mul_pos Real.pi_pos (by linarith : (0 : ℝ) < 2 * k - 2 * n - 1)
    have a2 := mul_pos Real.pi_pos (by linarith : (0 : ℝ) < 6 * n + 3 - 2 * k)
    refine mul_neg_of_pos_of_neg two_pos (Real.cos_neg_of_pi_div_two_lt_of_lt ?_ ?_)
    · rw [lt_div_iff₀ hN]
      linarith
    · rw [div_lt_iff₀ hN]
      linarith
```

## The telescoping sum

The multiplier is first written as a difference of exponentials.

```lean
private lemma two_I_sin (x : ℂ) : 2 * Complex.I * Complex.sin x =
    Complex.exp (x * Complex.I) - Complex.exp (-x * Complex.I) := by
  rw [Complex.sin]
  linear_combination
    (Complex.exp (-x * Complex.I) - Complex.exp (x * Complex.I)) * Complex.I_mul_I
```

Induction on the number of terms `m` then performs the cancellation, with `a` as the offset of the labels.

```lean
private lemma sum_phase (x a : ℂ) (m : ℕ) :
    (∑ j ∈ Finset.range m, Complex.exp (((j : ℂ) - a) * (2 * x) * Complex.I)) *
      (2 * Complex.I * Complex.sin x) =
    Complex.exp ((2 * (m : ℂ) - 2 * a - 1) * x * Complex.I) -
      Complex.exp ((-2 * a - 1) * x * Complex.I) := by
  induction m with
  | zero => simp
  | succ m ih =>
    have e1 : Complex.exp (((m : ℂ) - a) * (2 * x) * Complex.I) * Complex.exp (x * Complex.I)
        = Complex.exp ((2 * ((m : ℂ) + 1) - 2 * a - 1) * x * Complex.I) := by
      rw [← Complex.exp_add]
      congr 1
      ring
    have e2 : Complex.exp (((m : ℂ) - a) * (2 * x) * Complex.I) * Complex.exp (-x * Complex.I)
        = Complex.exp ((2 * (m : ℂ) - 2 * a - 1) * x * Complex.I) := by
      rw [← Complex.exp_add]
      congr 1
      ring
    rw [Finset.sum_range_succ, add_mul, ih, two_I_sin, mul_sub, e1, e2]
    push_cast
    ring
```

The product of one amplitude and one conjugate leaves a phase factor divided by $N$. For a given ring, the phase depends on $k$ and $d$ but not on the site $s$.

```lean
private lemma orbital_mul_conj (n d : ℕ) (k s : ℤ) :
    orbital n k (s + d) * conj (orbital n k s) =
      Complex.exp ((k : ℂ) * (2 * (π * d / (4 * n + 2))) * Complex.I) / (4 * n + 2) := by
  have hN : ((Real.sqrt (4 * n + 2) : ℝ) : ℂ) * ((Real.sqrt (4 * n + 2) : ℝ) : ℂ)
      = 4 * n + 2 := by
    rw [← Complex.ofReal_mul, Real.mul_self_sqrt (by positivity)]
    simp
  simp only [orbital]
  rw [map_div₀, ← Complex.exp_conj, map_mul, Complex.conj_ofReal, Complex.conj_ofReal,
    Complex.conj_I, div_mul_div_comm, hN, ← Complex.exp_add]
  congr 2
  push_cast
  ring
```

Setting `a = n` and `m = 2n+1` gives the closed form, multiplied through by $\sin(\pi d/N)$.

```lean
private lemma bondOrder_mul_sin (n d : ℕ) (s : ℤ) :
    bondOrder n (s + d) s * ((Real.sin (π * d / (4 * n + 2)) : ℝ) : ℂ) =
      ((2 / (4 * n + 2) * Real.sin (π * d / 2) : ℝ) : ℂ) := by
  have hN : (4 * n + 2 : ℂ) ≠ 0 := by exact_mod_cast (by omega : 4 * n + 2 ≠ 0)
  obtain ⟨x, hx⟩ : ∃ x : ℂ, x = π * d / (4 * n + 2) := ⟨_, rfl⟩
  have hsum : bondOrder n (s + d) s = 2 / (4 * n + 2) *
      ∑ j ∈ Finset.range (2 * n + 1),
        Complex.exp (((j : ℂ) - n) * (2 * x) * Complex.I) := by
    rw [bondOrder, Finset.mul_sum, Finset.mul_sum]
    refine Finset.sum_congr rfl fun j _ => ?_
    rw [orbital_mul_conj, ← hx]
    push_cast
    ring
  have key := sum_phase x n (2 * n + 1)
  have hend : Complex.exp ((2 * ((2 * n + 1 : ℕ) : ℂ) - 2 * n - 1) * x * Complex.I) -
      Complex.exp ((-2 * (n : ℂ) - 1) * x * Complex.I) =
      2 * Complex.I * Complex.sin ((2 * n + 1) * x) := by
    rw [two_I_sin]
    congr 2 <;> (push_cast; ring)
  have harg : (2 * n + 1) * x = π * d / 2 := by
    rw [hx, ← mul_div_assoc, div_eq_div_iff hN two_ne_zero]
    ring
  rw [hend, harg] at key
  have h2I : 2 * Complex.I ≠ 0 := mul_ne_zero two_ne_zero Complex.I_ne_zero
  have hS := mul_left_cancel₀ h2I ((mul_left_comm _ _ _).trans key)
  rw [hsum]
  push_cast
  rw [← hx]
  linear_combination (2 / (4 * n + 2 : ℂ)) * hS
```

For odd $d<N$ the angle lies strictly between $0$ and $\pi$, so this sine is positive.

```lean
private lemma angle_mem {n d : ℕ} (hd : Odd d) (h : d < 4 * n + 2) :
    0 < π * d / (4 * n + 2) ∧ π * d / (4 * n + 2) < π := by
  have hd0 : (0 : ℝ) < d := by exact_mod_cast hd.pos
  have h' : (d : ℝ) < 4 * n + 2 := by exact_mod_cast h
  refine ⟨by positivity, ?_⟩
  rw [div_lt_iff₀ (by positivity)]
  exact mul_lt_mul_of_pos_left h' Real.pi_pos
```

At odd $d$, $\cos(\pi d/2)=0$, so $|\sin(\pi d/2)|=1$. The bond order is a complex number in Lean, and its norm is the magnitude $|P_d|$.

```lean
/-- For odd separation `d < N = 4n+2`, the magnitude of the bond order times `N sin(πd/N)`
equals 2. -/
theorem norm_bondOrder_mul {n d : ℕ} (hd : Odd d) (h : d < 4 * n + 2) (s : ℤ) :
    ‖bondOrder n (s + d) s‖ * ((4 * n + 2) * Real.sin (π * d / (4 * n + 2))) = 2 := by
  have hs := Real.sin_pos_of_pos_of_lt_pi (angle_mem hd h).1 (angle_mem hd h).2
  have hN : (0 : ℝ) < 4 * n + 2 := by positivity
  -- at odd separation the numerator has magnitude one
  have hc : Real.cos (π * d / 2) = 0 := by
    obtain ⟨m, rfl⟩ := hd
    refine Real.cos_eq_zero_iff.2 ⟨m, ?_⟩
    push_cast
    ring
  have h1 := Real.sin_sq_add_cos_sq (π * d / 2)
  rw [hc] at h1
  have habs : |Real.sin (π * d / 2)| = 1 := by
    refine (sq_eq_sq₀ (abs_nonneg _) zero_le_one).1 ?_
    rw [sq_abs]
    linarith
  have e := congrArg norm (bondOrder_mul_sin n d s)
  rw [norm_mul, Complex.norm_real, Complex.norm_real, Real.norm_eq_abs, Real.norm_eq_abs,
    abs_of_pos hs, abs_mul, habs, abs_of_pos (div_pos two_pos hN), mul_one] at e
  rw [mul_left_comm, e, mul_div_cancel₀ _ hN.ne']
```

## The strict bound and its approach to the chain

The main theorem says that for every $n$, every odd $d<4n+2$ and every site $s$, the magnitude exceeds $2/(\pi d)$. Its proof multiplies $N\sin x<\pi d$ by the positive norm and uses the product identity.

```lean
/-- In a half-filled Hückel ring of `N = 4n+2` sites, the bond order at odd separation `d < N` has
magnitude strictly greater than `2/(πd)`, the magnitude for the infinite chain. -/
theorem ring_exceeds_chain {n d : ℕ} (hd : Odd d) (h : d < 4 * n + 2) (s : ℤ) :
    2 / (π * d) < ‖bondOrder n (s + d) s‖ := by
  have hd0 : (0 : ℝ) < d := by exact_mod_cast hd.pos
  have hN : (0 : ℝ) < 4 * n + 2 := by positivity
  have e := norm_bondOrder_mul hd h s
  have hP : 0 < ‖bondOrder n (s + d) s‖ := by
    refine lt_of_le_of_ne (norm_nonneg _) fun h0 => ?_
    rw [← h0, zero_mul] at e
    norm_num at e
  -- the chord N sin(πd/N) is shorter than the arc πd
  have hlt := mul_lt_mul_of_pos_left (Real.sin_lt (angle_mem hd h).1) hN
  rw [mul_div_cancel₀ _ hN.ne'] at hlt
  rw [div_lt_iff₀ (by positivity)]
  calc (2 : ℝ) = _ := e.symm
    _ < _ := mul_lt_mul_of_pos_left hlt hP
```

The concavity step is stated for real ring sizes $N<M$, comparing $\sin$ at $a/M$ with the chord of its graph from $0$ to $a/N$.

```lean
private lemma mul_sin_div_lt {a N M : ℝ} (ha : 0 < a) (hN : 0 < N) (haN : a / N ≤ π)
    (hNM : N < M) : N * Real.sin (a / N) < M * Real.sin (a / M) := by
  have hM : 0 < M := hN.trans hNM
  have hx : 0 < a / N := div_pos ha hN
  have ht : N / M < 1 := (div_lt_one hM).2 hNM
  have c := strictConcaveOn_sin_Icc.2 ⟨hx.le, haN⟩ ⟨le_rfl, Real.pi_pos.le⟩ hx.ne'
    (div_pos hN hM) (sub_pos.2 ht) (by ring)
  simp only [smul_eq_mul, Real.sin_zero, mul_zero, add_zero] at c
  have e1 : N / M * (a / N) = a / M := by field_simp
  have e2 : N * Real.sin (a / N) = M * (N / M * Real.sin (a / N)) := by field_simp
  rw [e1] at c
  rw [e2]
  exact mul_lt_mul_of_pos_left c hM
```

If the larger ring had at least the same magnitude, its product with $M\sin(\pi d/M)$ would exceed 2, contradicting the identity.

```lean
/-- At a fixed odd separation that fits in the smaller ring, the magnitude of the bond order
is strictly smaller in the larger of two half-filled rings with `4n+2` and `4m+2` sites. -/
theorem larger_ring_smaller_bondOrder {n m d : ℕ} (hd : Odd d) (h : d < 4 * n + 2)
    (hnm : n < m) (s : ℤ) :
    ‖bondOrder m (s + d) s‖ < ‖bondOrder n (s + d) s‖ := by
  have hd0 : (0 : ℝ) < d := by exact_mod_cast hd.pos
  have hm : d < 4 * m + 2 := by omega
  have hnm' : (n : ℝ) < m := by exact_mod_cast hnm
  have e1 := norm_bondOrder_mul hd h s
  have e2 := norm_bondOrder_mul hd hm s
  have hP : 0 < ‖bondOrder n (s + d) s‖ :=
    lt_trans (by positivity) (ring_exceeds_chain hd h s)
  have hB := Real.sin_pos_of_pos_of_lt_pi (angle_mem hd hm).1 (angle_mem hd hm).2
  have hAB := mul_sin_div_lt (a := π * d) (N := 4 * n + 2) (M := 4 * m + 2)
    (by positivity) (by positivity) (angle_mem hd h).2.le (by linarith)
  by_contra hh
  have h1 := mul_lt_mul_of_pos_left hAB hP
  have h2 := mul_le_mul_of_nonneg_right (not_lt.1 hh)
    (by positivity : 0 ≤ (4 * (m : ℝ) + 2) * Real.sin (π * d / (4 * m + 2)))
  linarith
```

The upper bound requires $d<2n+1$, which keeps the cosine positive.

```lean
/-- For odd separation `d` below half the ring size `N = 4n+2`, the magnitude of the bond order
is less than `2/(πd)` divided by `cos(πd/N)`. -/
theorem overestimate_bound {n d : ℕ} (hd : Odd d) (h : d < 2 * n + 1) (s : ℤ) :
    ‖bondOrder n (s + d) s‖ < 2 / (π * d * Real.cos (π * d / (4 * n + 2))) := by
  have hd0 : (0 : ℝ) < d := by exact_mod_cast hd.pos
  have h' : (d : ℝ) < 2 * n + 1 := by exact_mod_cast h
  have hN : (0 : ℝ) < 4 * n + 2 := by positivity
  have hd4 : d < 4 * n + 2 := by omega
  have hx := (angle_mem hd hd4).1
  have hx2 : π * d / (4 * n + 2) < π / 2 := by
    rw [div_lt_iff₀ hN]
    linarith [mul_lt_mul_of_pos_left h' Real.pi_pos]
  have hcos := Real.cos_pos_of_mem_Ioo ⟨by linarith [Real.pi_pos], hx2⟩
  have hP : 0 < ‖bondOrder n (s + d) s‖ :=
    lt_trans (by positivity) (ring_exceeds_chain hd hd4 s)
  -- x < tan x, multiplied by N cos x
  have ht := Real.lt_tan hx hx2
  rw [Real.tan_eq_sin_div_cos, lt_div_iff₀ hcos] at ht
  have hlt := mul_lt_mul_of_pos_left ht hN
  rw [← mul_assoc, mul_div_cancel₀ _ hN.ne'] at hlt
  rw [lt_div_iff₀ (by positivity)]
  calc _ < _ := mul_lt_mul_of_pos_left hlt hP
    _ = 2 := norm_bondOrder_mul hd hd4 s
```

The infinite chain enters Lean only through the number $2/(\pi d)$. The last theorem shows that this is the best lower bound over all these rings: `ge_of_tendsto` passes to the limit in the upper bound, which is available once $n\ge d$.

```lean
/-- The constant `2/(πd)` is optimal: a number that bounds from below the bond-order magnitudes
at odd separation `d` in all half-filled rings with `4n+2 > d` sites is at most `2/(πd)`. -/
theorem chain_value_optimal {d : ℕ} (hd : Odd d) (s : ℤ) (c : ℝ)
    (hc : ∀ n : ℕ, d < 4 * n + 2 → c ≤ ‖bondOrder n (s + d) s‖) :
    c ≤ 2 / (π * d) := by
  have hd0 : (0 : ℝ) < d := by exact_mod_cast hd.pos
  have hN : Tendsto (fun n : ℕ => 4 * (n : ℝ) + 2) atTop atTop := by
    refine tendsto_atTop_mono (fun n => ?_) (tendsto_natCast_atTop_atTop (R := ℝ))
    linarith [(Nat.cast_nonneg n : (0 : ℝ) ≤ n)]
  have h0 : Tendsto (fun n : ℕ => π * d / (4 * (n : ℝ) + 2)) atTop (𝓝 0) :=
    tendsto_const_nhds.div_atTop hN
  have h1 : Tendsto (fun n : ℕ => Real.cos (π * d / (4 * (n : ℝ) + 2))) atTop (𝓝 1) := by
    have := (Real.continuous_cos.tendsto 0).comp h0
    rw [Real.cos_zero] at this
    exact this
  have h2 : Tendsto (fun n : ℕ => 2 / (π * d * Real.cos (π * d / (4 * (n : ℝ) + 2))))
      atTop (𝓝 (2 / (π * d * 1))) :=
    Tendsto.div tendsto_const_nhds (h1.const_mul (π * d)) (by positivity)
  rw [mul_one] at h2
  refine ge_of_tendsto h2 ?_
  filter_upwards [eventually_ge_atTop d] with n hn
  exact (hc n (by omega)).trans (overestimate_bound hd (by omega) s).le

end

end HueckelRingOverestimate
```

```lean
#print axioms HueckelRingOverestimate.orbital_hueckel
-- 'HueckelRingOverestimate.orbital_hueckel' depends on axioms: [propext, Classical.choice, Quot.sound]
#print axioms HueckelRingOverestimate.occupied_are_bonding
-- 'HueckelRingOverestimate.occupied_are_bonding' depends on axioms: [propext, Classical.choice, Quot.sound]
#print axioms HueckelRingOverestimate.larger_ring_smaller_bondOrder
-- 'HueckelRingOverestimate.larger_ring_smaller_bondOrder' depends on axioms: [propext, Classical.choice, Quot.sound]
#print axioms HueckelRingOverestimate.chain_value_optimal
-- 'HueckelRingOverestimate.chain_value_optimal' depends on axioms: [propext, Classical.choice, Quot.sound]
```
